# When hopping changes the level by at most one, moments at level zero up to order $2n$ ignore all entries among levels $n$ and above

If a local density of states is computed on a cluster cut from a larger system, the cut can change some of its moments, and a bound can guarantee in advance that the low ones are unaffected. Give each site a level, a natural number. For finite matrices that couple only sites whose levels differ by at most one, the theorems below show that agreement on every entry involving a level below $n$ protects all moments at a level-zero site up to order $2n$.

In Lean 4 with Mathlib:

```lean
import Mathlib

open Matrix

namespace MomentLocality

variable {ι : Type*} [Fintype ι] [DecidableEq ι]

/-- The matrix `A` couples only sites whose levels differ by at most one. -/
def LevelLocal {ι : Type*} (d : ι → ℕ) (A : Matrix ι ι ℂ) : Prop :=
  ∀ i j, (d i + 1 < d j ∨ d j + 1 < d i) → A i j = 0

/-- `A` and `B` have the same entry for every pair of sites of which at least one
lies below level `n`. -/
def AgreeBelow {ι : Type*} (d : ι → ℕ) (n : ℕ) (A B : Matrix ι ι ℂ) : Prop :=
  ∀ i j, min (d i) (d j) < n → A i j = B i j

/-- The `k`-th moment of `A` at the site `o`: the diagonal entry of `A ^ k` there. -/
def moment (A : Matrix ι ι ℂ) (o : ι) (k : ℕ) : ℂ := (A ^ k) o o

variable {d : ι → ℕ} {A B : Matrix ι ι ℂ} {o : ι} {n : ℕ}

/-- Starting from level zero, `k` applications of a level-local matrix give no amplitude
on levels above `k`. -/
theorem amplitude_eq_zero (hA : LevelLocal d A) (ho : d o = 0) (k : ℕ) :
    ∀ j, k < d j → (A ^ k) o j = 0 := by
  induction k with
  | zero =>
    intro j hj
    have hne : o ≠ j := by
      intro h
      rw [← h] at hj
      omega
    rw [pow_zero, Matrix.one_apply_ne hne]
  | succ k ih =>
    intro j hj
    rw [pow_succ, Matrix.mul_apply]
    apply Finset.sum_eq_zero
    intro i _
    by_cases h : k < d i
    · rw [ih i h, zero_mul]
    · rw [hA i j (by omega), mul_zero]

/-- If level-local `A` and `B` agree on all entries that involve a level below `n`, their amplitudes
at site `j` after `k` steps from a level-zero site agree as long as `k` plus the level of `j` is at
most `2 n`. -/
theorem amplitude_agree (hA : LevelLocal d A) (hB : LevelLocal d B) (ho : d o = 0)
    (hAB : AgreeBelow d n A B) (k : ℕ) :
    ∀ j, k + d j ≤ 2 * n → (A ^ k) o j = (B ^ k) o j := by
  induction k with
  | zero =>
    intro j _
    rw [pow_zero, pow_zero]
  | succ k ih =>
    intro j hj
    simp only [pow_succ, Matrix.mul_apply]
    apply Finset.sum_congr rfl
    intro i _
    by_cases far : d i + 1 < d j ∨ d j + 1 < d i
    · rw [hA i j far, hB i j far, mul_zero, mul_zero]
    · rw [ih i (by omega)]
      by_cases hn : min (d i) (d j) < n
      · rw [hAB i j hn]
      · -- the last step lies in the unknown region, which has not been reached yet
        rw [amplitude_eq_zero hB ho k i (by omega), zero_mul, zero_mul]

/-- **Moment locality.** If two level-local matrices agree on all entries that involve a
level below `n`, their moments at a level-zero site agree up to order `2 n`. -/
theorem moment_locality (hA : LevelLocal d A) (hB : LevelLocal d B) (ho : d o = 0)
    (hAB : AgreeBelow d n A B) {k : ℕ} (hk : k ≤ 2 * n) :
    moment A o k = moment B o k :=
  amplitude_agree hA hB ho hAB k o (by omega)

/-- If level-local `A` and `B` agree on all entries that involve a level below `n`, the diagonal
entries of `p(A)` and `p(B)` at a level-zero site `o` agree for every polynomial `p` of degree at
most `2 n`. -/
theorem polynomial_locality (hA : LevelLocal d A) (hB : LevelLocal d B) (ho : d o = 0)
    (hAB : AgreeBelow d n A B) (p : Polynomial ℂ) (hp : p.natDegree ≤ 2 * n) :
    (Polynomial.aeval A p) o o = (Polynomial.aeval B p) o o := by
  rw [Polynomial.aeval_eq_sum_range, Polynomial.aeval_eq_sum_range,
    Matrix.sum_apply, Matrix.sum_apply]
  apply Finset.sum_congr rfl
  intro k hk
  have hk' := Finset.mem_range.mp hk
  have h : (A ^ k) o o = (B ^ k) o o :=
    moment_locality hA hB ho hAB (by omega)
  rw [Matrix.smul_apply, Matrix.smul_apply, h]

/-- If level-local `A` and `B` agree on all entries that involve a level below `n`, their amplitudes
after `n` steps from a level-zero site `o` agree on every site. -/
theorem row_agree (hA : LevelLocal d A) (hB : LevelLocal d B) (ho : d o = 0)
    (hAB : AgreeBelow d n A B) (i : ι) : (B ^ n) o i = (A ^ n) o i := by
  by_cases h : n < d i
  · rw [amplitude_eq_zero hA ho n i h, amplitude_eq_zero hB ho n i h]
  · exact (amplitude_agree hA hB ho hAB n i (by omega)).symm

/-- If level-local `A` and `B` agree on all entries that involve a level below `n`, their moments of
order `2 n + 1` at a level-zero site `o` differ by the matrix difference `A - B`, weighted with the
`n`-step amplitudes from `o` and back to `o`. -/
theorem first_discrepancy (hA : LevelLocal d A) (hB : LevelLocal d B) (ho : d o = 0)
    (hAB : AgreeBelow d n A B) :
    moment A o (2 * n + 1) - moment B o (2 * n + 1) =
      ∑ i, ∑ j, (A ^ n) o i * (A i j - B i j) * (A ^ n) j o := by
  have row := row_agree hA hB ho hAB
  -- the return amplitudes are the outgoing amplitudes of the transposed matrices
  have col : ∀ j, (B ^ n) j o = (A ^ n) j o := by
    intro j
    have hAt : LevelLocal d Aᵀ := by
      intro i j h
      exact hA j i h.symm
    have hBt : LevelLocal d Bᵀ := by
      intro i j h
      exact hB j i h.symm
    have hABt : AgreeBelow d n Aᵀ Bᵀ := by
      intro i j h
      exact hAB j i (by omega)
    have h := row_agree hAt hBt ho hABt j
    rw [← Matrix.transpose_pow, ← Matrix.transpose_pow] at h
    exact h
  -- split the power in the middle
  have expand : ∀ M : Matrix ι ι ℂ, moment M o (2 * n + 1) =
      ∑ i, ∑ j, (M ^ n) o i * M i j * (M ^ n) j o := by
    intro M
    have h : M ^ (2 * n + 1) = M ^ n * (M * M ^ n) := by
      rw [← pow_succ', ← pow_add]
      congr 1
      omega
    unfold moment
    rw [h]
    simp only [Matrix.mul_apply, Finset.mul_sum, mul_assoc]
  rw [expand A, expand B, ← Finset.sum_sub_distrib]
  apply Finset.sum_congr rfl
  intro i _
  rw [← Finset.sum_sub_distrib]
  apply Finset.sum_congr rfl
  intro j _
  rw [row, col]
  ring

/-- An open chain of `n + 1` sites with unit hopping between neighbours and on-site
energy `ε` at its last site only. -/
def endChain (n : ℕ) (ε : ℂ) : Matrix (Fin (n + 1)) (Fin (n + 1)) ℂ := fun i j =>
  if i.val + 1 = j.val ∨ j.val + 1 = i.val then 1
  else if i.val = n ∧ j.val = n then ε else 0

/-- Two chains with end energies `ε` and `δ` are level-local, with the position along the
chain as level, and agree on all entries that involve a level below `n`. -/
theorem endChain_witness (n : ℕ) (ε δ : ℂ) :
    LevelLocal Fin.val (endChain n ε) ∧ LevelLocal Fin.val (endChain n δ) ∧
      AgreeBelow Fin.val n (endChain n ε) (endChain n δ) := by
  have loc : ∀ x : ℂ, LevelLocal Fin.val (endChain n x) := by
    intro x i j h
    unfold endChain
    rw [if_neg (by omega), if_neg (by omega)]
  refine ⟨loc ε, loc δ, ?_⟩
  intro i j h
  have hn : ¬(i.val = n ∧ j.val = n) := by omega
  unfold endChain
  rw [if_neg hn, if_neg hn]

/-- On the chain, the amplitude to go from the first site to site `k` in `k` steps is one. -/
theorem endChain_amplitude (n : ℕ) (ε : ℂ) (k : ℕ) :
    ∀ hk : k < n + 1, (endChain n ε ^ k) 0 ⟨k, hk⟩ = 1 := by
  have loc := (endChain_witness n ε ε).1
  have hz : Fin.val (0 : Fin (n + 1)) = 0 := by simp
  induction k with
  | zero =>
    intro hk
    simp
  | succ k ih =>
    intro hk
    rw [pow_succ, Matrix.mul_apply,
      Finset.sum_eq_single (⟨k, by omega⟩ : Fin (n + 1))]
    · rw [ih (by omega)]
      simp [endChain]
    · intro i _ hi
      have hne : i.val ≠ k := fun e => hi (Fin.ext e)
      by_cases h : k < i.val
      · rw [amplitude_eq_zero loc hz k i h, zero_mul]
      · rw [loc i ⟨k + 1, hk⟩ (Or.inl (show i.val + 1 < k + 1 by omega)), mul_zero]
    · intro h
      exact absurd (Finset.mem_univ _) h

/-- Changing the end energy of the chain from `δ` to `ε` changes the moment of order
`2 n + 1` at the first site by exactly `ε - δ`. -/
theorem moment_locality_sharp (n : ℕ) (ε δ : ℂ) :
    moment (endChain n ε) 0 (2 * n + 1) - moment (endChain n δ) 0 (2 * n + 1) = ε - δ := by
  obtain ⟨hA, hB, hAB⟩ := endChain_witness n ε δ
  have hz : Fin.val (0 : Fin (n + 1)) = 0 := by simp
  have row : (endChain n ε ^ n) 0 (Fin.last n) = 1 :=
    endChain_amplitude n ε n (by omega)
  have hs : (endChain n ε)ᵀ = endChain n ε := by
    ext i j
    rw [Matrix.transpose_apply]
    unfold endChain
    split_ifs <;> first | rfl | omega
  have col : (endChain n ε ^ n) (Fin.last n) 0 = 1 := by
    rw [← Matrix.transpose_apply (endChain n ε ^ n), Matrix.transpose_pow, hs, row]
  have hd : ∀ x : ℂ, endChain n x (Fin.last n) (Fin.last n) = x := by
    intro x
    simp [endChain]
  have below : ∀ i : Fin (n + 1), i ≠ Fin.last n → i.val < n := by
    intro i hi
    have h1 : i.val ≠ n := fun e => hi (Fin.ext e)
    have h2 := i.isLt
    omega
  -- only the on-site term at the far end survives in the discrepancy
  rw [first_discrepancy hA hB hz hAB, Finset.sum_eq_single (Fin.last n)]
  · rw [Finset.sum_eq_single (Fin.last n)]
    · rw [row, col, hd, hd]
      ring
    · intro j _ hj
      have h := below j hj
      rw [hAB (Fin.last n) j (lt_of_le_of_lt (min_le_right _ _) h)]
      ring
    · intro h
      exact absurd (Finset.mem_univ _) h
  · intro i _ hi
    have h := below i hi
    apply Finset.sum_eq_zero
    intro j _
    rw [hAB i j (lt_of_le_of_lt (min_le_left _ _) h)]
    ring
  · intro h
    exact absurd (Finset.mem_univ _) h

end MomentLocality
```

```lean
#print axioms MomentLocality.moment_locality
#print axioms MomentLocality.polynomial_locality
#print axioms MomentLocality.moment_locality_sharp
```

```
'MomentLocality.moment_locality' depends on axioms: [propext, Classical.choice, Quot.sound]
'MomentLocality.polynomial_locality' depends on axioms: [propext, Classical.choice, Quot.sound]
'MomentLocality.moment_locality_sharp' depends on axioms: [propext, Classical.choice, Quot.sound]
```

## Levels, couplings and moments

The sites form a finite set `ι`, and `d` assigns each site $i$ a natural number $d_i$, its level. The starting site `o` has $d_o=0$. A natural choice of level is the number of hops from $o$, but any assignment that meets the hypotheses will do.

`LevelLocal d A` says that $A_{ij}=0$ whenever $|d_i-d_j|>1$. The file writes this as two inequalities, which avoids subtraction of natural numbers. `AgreeBelow d n A B` says that $A_{ij}=B_{ij}$ whenever $\min(d_i,d_j)<n$. The entries between levels $n-1$ and $n$ are therefore shared, while those among levels $n$ and above are free.

`moment A o k` is $(A^k)_{oo}$. If $A$ is a Hermitian one-particle Hamiltonian in an orthonormal site basis, this is the $k$-th energy moment of the local density of states at $o$. The theorems do not need Hermiticity; the entries may be any complex numbers.

`moment_locality` states that two level-local matrices which agree below level $n$ have equal moments at $o$ for every $k\le 2n$. Both matrices live on the same finite set of sites. To compare a cluster with a larger finite system, one fills the missing entries of the cluster matrix with zeros. An infinite lattice is not covered directly.

## Out to level $n$ and back

Write $u_k(j)=(A^k)_{oj}$ and $v_k(j)=(B^k)_{oj}$ for the amplitudes after $k$ steps, with $A_{ij}$ read as a step from $i$ to $j$. Then
$$u_{k+1}(j)=\sum_i u_k(i)A_{ij}.$$

**Nothing outruns the step count.** If $d_j>k$, then $u_k(j)=0$. For $k=0$ this holds because $d_j>0$ forces $j\ne o$. For the next step, let $d_j>k+1$. Terms with $d_i>k$ vanish by induction; in the others $d_i+1\le k+1<d_j$, so $A_{ij}=0$. This is `amplitude_eq_zero`, and its `by_cases` makes the same division.

**The amplitudes agree while there is time to return.** If $k+d_j\le 2n$, then $u_k(j)=v_k(j)$. At $k=0$ both powers are the identity. Suppose the claim holds for $k$, and let $k+1+d_j\le 2n$. Compare the sums for $u_{k+1}(j)$ and $v_{k+1}(j)$ term by term:

- If $d_i$ and $d_j$ differ by more than one, both matrix entries are zero.
- Otherwise $d_i\le d_j+1$, so $k+d_i\le 2n$ and $u_k(i)=v_k(i)$ by induction. If $\min(d_i,d_j)<n$, the matrix entries agree as well.
- If instead both levels are at least $n$, then $k\le 2n-1-d_j\le n-1<d_i$. The common amplitude at $i$ is still zero, and the unknown entry does not matter.

`amplitude_agree` follows these cases, with `omega` settling the inequalities. Setting $j=o$ gives `moment_locality`. Summing the moments with the coefficients of a polynomial $p$ of degree at most $2n$ gives $p(A)_{oo}=p(B)_{oo}$, which is `polynomial_locality`.

## The first moment that can differ

After $n$ steps the amplitudes from $o$ agree on every site: if $d_i>n$ both vanish, and otherwise $n+d_i\le 2n$. This is `row_agree`. The transposed matrices satisfy the same hypotheses, so the return amplitudes $(A^n)_{jo}$ and $(B^n)_{jo}$ agree too. Splitting $A^{2n+1}=A^nAA^n$, doing the same for $B$, and subtracting gives `first_discrepancy`:
$$(A^{2n+1})_{oo}-(B^{2n+1})_{oo}=\sum_{i,j}(A^n)_{oi}\,(A_{ij}-B_{ij})\,(A^n)_{jo}.$$

The difference is exact, not a leading-order estimate.

The matrix `endChain n ε` shows that this difference can be nonzero for every $n$. It describes sites $0,\dots,n$ with unit hopping and an energy $\varepsilon$ on site $n$ only. `endChain_witness` checks the hypotheses, with position as level. Site $k$ can be reached in $k$ steps only by moving forward each time, so that amplitude is $1$; `endChain_amplitude` proves this by isolating the single surviving term in each sum. The matrix is symmetric, so the return amplitude from site $n$ is also $1$. Replacing $\delta$ by $\varepsilon$ changes one entry, and the discrepancy is $1\cdot(\varepsilon-\delta)\cdot 1$. This is `moment_locality_sharp`. At $n=0$ the chain is a single site whose first moment is its energy.

## A long hop breaks the bound

Take two sites with levels $0$ and $2$, set $n=2$, and let
$$A=\begin{pmatrix}0&1\\1&\varepsilon\end{pmatrix},\qquad B=\begin{pmatrix}0&1\\1&\delta\end{pmatrix}.$$
They agree on every entry involving a level below $2$, but the hop skips level $1$, so neither is level-local. The third moments at the first site are $\varepsilon$ and $\delta$. They differ when $\varepsilon\ne\delta$, although $3\le 2n=4$.

## Choosing the cluster in a moment calculation

In a tight-binding code with an orthonormal basis, a breadth-first search from $o$ along the nonzero couplings, followed in both directions, assigns the levels. To obtain moments up to order $K$, keep the sites with levels $0,\dots,n$, where $n=\lfloor K/2\rfloor$, together with all matrix entries between them. For odd $K$ the last moment has order $2n+1$, one beyond `moment_locality`. It is still exact: in `first_discrepancy` the matrix difference is zero when both levels are at most $n$, and otherwise one of the $n$-step amplitudes is zero. Multiply the unit vector at $o$ repeatedly by this cluster matrix. After $k\le K$ multiplications, its component at $o$ is the $k$-th moment at $o$ of the larger finite system, up to rounding.

The same cluster serves for Chebyshev moments of degree at most $K$, provided the energy shift and scale are the same for both systems. A simple check of an implementation is to change the on-site energies at level $n$: moments up to order $2n$ should stay fixed to rounding accuracy.
